# The Catalan series for the lower of two coupled levels converges exactly when 2|b| ≤ D

Two states with bare energies \(0\) and \(D>0\), coupled by a real matrix element \(b\neq0\), repel each other: the lower energy drops below \(0\). To state this for all orders of perturbation theory, one needs a definition of "the lower energy", and the one chosen here does not presuppose a formula for it. Here the energy levels are the real numbers \(E\) for which the matrix

\[
H=\begin{pmatrix}0&b\\ b&D\end{pmatrix}
\]

has a nonzero eigenvector with eigenvalue \(E\), and the lower level is the least element of that set. The series is therefore compared with the spectrum of \(H\) itself.

Defining the lower level directly as \((D-\sqrt{D^2+4b^2})/2\) would be another way to model it. The eigenvector argument would then disappear, and the result would be an expansion of a square root, with its link to the matrix left to the reader.

## The energy shift to all orders

The Catalan numbers \(C_k\) are fixed by \(C_0=1\) and \(C_{k+1}=\sum_{i+j=k}C_iC_j\), so they begin \(1,1,2,5,14\). For \(D>0\) and \(2|b|\le D\), the lower level is

\[
E=-\frac{b^2}{D}\sum_{k\ge0}C_k\left(-\frac{b^2}{D^2}\right)^k
=-\frac{b^2}{D}+\frac{b^4}{D^3}-\frac{2b^6}{D^5}+\cdots .
\]

For \(2|b|>D\) the series does not converge, although the matrix still has a perfectly good lower level. In the range \(2|b|<D\) the sum is also given in closed form as \((D-\sqrt{D^2+4b^2})/2\).

## Where a code uses the shift −b²/D

A code uses the first term when it replaces the diagonalisation of two coupled states by the second-order energy correction of Rayleigh–Schrödinger perturbation theory, with the coupling \(b\) as the perturbation. This can happen when a distant state is folded into an effective Hamiltonian. For exactly two states with a real coupling, the result says when the higher corrections add up to the eigenvalue; in electronic structure this is the simplest model of a perturbation series spoiled by a near-degenerate state.

Take \(D=1\) eV and \(b=0.2\) eV. The second-order shift is \(-0.0400\) eV, the next term brings it to \(-0.0384\) eV, and the one after that to \(-0.038528\) eV. Diagonalisation gives \(-0.038516\) eV.

With \(b=0.6\) eV the eigenvalue is about \(-0.281\) eV, but the successive terms have magnitudes of about \(0.360\), \(0.130\), \(0.093\), \(0.084\), \(0.085\) and \(0.091\) eV. They shrink at first and then grow. In this regime, adding further terms of the series does not converge to the eigenvalue; diagonalising the two-state block does give it.

## From the eigenvector to the series

**The secular equation.** Write the eigenvector as \(v=(v_0,v_1)\). The two rows of \(Hv=Ev\) are

\[
b v_1=E v_0,\qquad b v_0=(E-D)v_1 .
\]

Multiplying the first by \(E-D\) and using the second gives \(E(E-D)v_0=b^2v_0\). Multiplying the second by \(E\) and using the first gives \(E(E-D)v_1=b^2v_1\). At least one amplitude is nonzero, so

\[
E(E-D)=b^2 .
\]

Conversely, if this equation holds, \((b,E)\) is an eigenvector unless \(b=E=0\), in which case \((1,0)\) is one.

**The lower root.** If \(E\) and \(E'\) both solve the secular equation, subtraction gives \((E'-E)(E'+E-D)=0\). Hence \(E'=E\) or \(E'=D-E\). When \(2E\le D\), both possibilities satisfy \(E'\ge E\), so \(E\) is the lowest level.

**A bound on the partial sums.** Put \(t_k(x)=C_kx^k\). The Catalan recursion becomes

\[
t_{k+1}(x)=x\sum_{i+j=k}t_i(x)t_j(x).
\]

Let \(0\le r\le 1/4\) and \(S_n=\sum_{k<n}t_k(r)\). Then \(S_0=0\). If \(S_n\le2\), then

\[
S_{n+1}=1+r\sum_{i+j<n}t_i(r)t_j(r)\le1+rS_n^2\le1+\tfrac14\cdot4=2 .
\]

The first inequality holds because every pair with \(i+j<n\) also has \(i,j<n\), and all terms are nonnegative. By induction every partial sum is at most \(2\). Since \(|t_k(x)|=t_k(|x|)\), the series converges absolutely for \(|x|\le1/4\), and its sum \(F\) satisfies \(|F|\le2\).

**The self-consistency equation.** Where the series converges absolutely, its square can be rearranged as a Cauchy product. Summing the recursion over \(k\) and adding \(t_0=1\) gives

\[
F=1+xF^2 .
\]

**No convergence beyond 1/4.** Suppose the series converges absolutely at some \(x\) with \(q=|x|>1/4\). It then converges at \(q\) too, with a real sum \(G\) obeying \(G=1+qG^2\). This excludes \(G=0\), so

\[
0=1-G+qG^2>1-G+\tfrac14G^2=\tfrac14(G-2)^2\ge0,
\]

a contradiction.

**Back to the energy.** Set \(x=-b^2/D^2\) and \(E=DxF=-(b^2/D)F\). The condition \(|x|\le1/4\) is the same as \(2|b|\le D\). Using \(xF^2-F=-1\),

\[
E(E-D)=D^2x(xF^2-F)=-D^2x=b^2 .
\]

Also \(xF\le|x||F|\le1/2\), so \(2E\le D\), and \(E\) is the lowest level.

**The closed form.** The number \((D-\sqrt{D^2+4b^2})/2\) solves the secular equation and is at most \(D/2\). It is therefore the lowest level as well. A set has only one least element, so the two expressions agree.

## The derivation in Lean

```lean
import Mathlib

open Finset (range)
open Finset.HasAntidiagonal (antidiagonal)
open Matrix

namespace LevelRepulsionSeries

noncomputable section

/-- The Hamiltonian of two levels with bare energies `0` and `D` and real coupling `b`. -/
def hamiltonian (b D : ℝ) : Matrix (Fin 2) (Fin 2) ℝ := !![0, b; b, D]

/-- The energy levels: all real `E` for which the Hamiltonian has a nonzero eigenvector. -/
def levels (b D : ℝ) : Set ℝ :=
  {E | ∃ v : Fin 2 → ℝ, v ≠ 0 ∧ hamiltonian b D *ᵥ v = E • v}

/-- The term of order `k` in the Catalan series, `C_k x^k`. -/
def catalanTerm (x : ℝ) (k : ℕ) : ℝ := (catalan k : ℝ) * x ^ k

/-- Secular equation: `E` is an energy level exactly when `E (E - D) = b²`. -/
theorem mem_levels_iff (b D E : ℝ) : E ∈ levels b D ↔ E * (E - D) = b ^ 2 := by
  constructor
  · rintro ⟨v, hv, h⟩
    have h0 := congrFun h 0
    have h1 := congrFun h 1
    simp [hamiltonian, Matrix.mulVec, dotProduct, Fin.sum_univ_two] at h0 h1
    by_contra hne
    have hne' : E * (E - D) - b ^ 2 ≠ 0 := sub_ne_zero.2 hne
    -- the secular determinant annihilates both amplitudes
    have e0 : (E * (E - D) - b ^ 2) * v 0 = 0 := by
      linear_combination (-(E - D)) * h0 - b * h1
    have e1 : (E * (E - D) - b ^ 2) * v 1 = 0 := by
      linear_combination (-b) * h0 - E * h1
    apply hv
    ext i
    fin_cases i
    · exact (mul_eq_zero.1 e0).resolve_left hne'
    · exact (mul_eq_zero.1 e1).resolve_left hne'
  · intro h
    by_cases hb : b = 0 ∧ E = 0
    · obtain ⟨rfl, rfl⟩ := hb
      refine ⟨![1, 0], fun hv => by simpa using congrFun hv 0, ?_⟩
      ext i
      fin_cases i <;> simp [hamiltonian, Matrix.mulVec, dotProduct, Fin.sum_univ_two]
    · refine ⟨![b, E], fun hv => hb ⟨by simpa using congrFun hv 0,
        by simpa using congrFun hv 1⟩, ?_⟩
      ext i
      fin_cases i
      · simp [hamiltonian, Matrix.mulVec, dotProduct, Fin.sum_univ_two, mul_comm]
      · simp [hamiltonian, Matrix.mulVec, dotProduct, Fin.sum_univ_two]
        linear_combination -h

/-- A solution of the secular equation that lies at or below the mean energy `D/2` is the
lowest level. -/
theorem isLeast_of_secular {b D E : ℝ} (h : E * (E - D) = b ^ 2) (hE : 2 * E ≤ D) :
    IsLeast (levels b D) E := by
  refine ⟨(mem_levels_iff b D E).2 h, fun E' h' => ?_⟩
  rw [mem_levels_iff] at h'
  have hp : (E' - E) * (E' + E - D) = 0 := by linear_combination h' - h
  rcases mul_eq_zero.1 hp with h1 | h1 <;> linarith

/-- Catalan recursion: each term of the series after the first is `x` times a convolution of the
earlier terms. -/
theorem catalanTerm_succ (x : ℝ) (k : ℕ) : catalanTerm x (k + 1) =
    x * ∑ ij ∈ antidiagonal k, catalanTerm x ij.1 * catalanTerm x ij.2 := by
  unfold catalanTerm
  rw [catalan_succ']
  push_cast
  rw [Finset.sum_mul, Finset.mul_sum]
  refine Finset.sum_congr rfl fun ij hij => ?_
  rw [← Finset.HasAntidiagonal.mem_antidiagonal.1 hij]
  ring

/-- For `0 ≤ r ≤ 1/4` every partial sum of the Catalan series is at most `2`. -/
theorem partial_sum_le_two {r : ℝ} (h0 : 0 ≤ r) (h1 : r ≤ 1 / 4) (n : ℕ) :
    ∑ k ∈ range n, catalanTerm r k ≤ 2 := by
  have hnn : ∀ k, 0 ≤ catalanTerm r k := fun k => by unfold catalanTerm; positivity
  induction n with
  | zero => simp
  | succ n ih =>
    -- the truncated convolution is bounded by the square of the partial sum
    have hconv : ∑ k ∈ range n, ∑ ij ∈ antidiagonal k,
        catalanTerm r ij.1 * catalanTerm r ij.2 ≤ (∑ k ∈ range n, catalanTerm r k) ^ 2 := by
      calc _ = ∑ k ∈ range n, ∑ i ∈ range (k + 1), catalanTerm r i * catalanTerm r (k - i) :=
            Finset.sum_congr rfl fun k _ => Finset.Nat.sum_antidiagonal_eq_sum_range_succ
              (fun i j => catalanTerm r i * catalanTerm r j) k
        _ = ∑ i ∈ range n, ∑ j ∈ range (n - i), catalanTerm r i * catalanTerm r j :=
            Finset.sum_range_diag_flip n (fun i j => catalanTerm r i * catalanTerm r j)
        _ ≤ ∑ i ∈ range n, ∑ j ∈ range n, catalanTerm r i * catalanTerm r j := by
            refine Finset.sum_le_sum fun i _ => Finset.sum_le_sum_of_subset_of_nonneg ?_
              (fun j _ _ => mul_nonneg (hnn i) (hnn j))
            intro j hj
            simp only [Finset.mem_range] at hj ⊢
            omega
        _ = _ := by rw [sq, Finset.sum_mul_sum]
    have hS : 0 ≤ ∑ k ∈ range n, catalanTerm r k := Finset.sum_nonneg fun k _ => hnn k
    have hS2 : (∑ k ∈ range n, catalanTerm r k) ^ 2 ≤ 4 := by nlinarith
    have hm := mul_le_mul h1 (hconv.trans hS2) (Finset.sum_nonneg fun k _ =>
      Finset.sum_nonneg fun ij _ => mul_nonneg (hnn ij.1) (hnn ij.2)) (by norm_num)
    have ht : catalanTerm r 0 = 1 := by simp [catalanTerm]
    rw [Finset.sum_range_succ', ht, Finset.sum_congr rfl fun k _ => catalanTerm_succ r k,
      ← Finset.mul_sum]
    linarith

/-- Self-consistency equation: where the Catalan series converges, its sum `F` obeys
`F = 1 + x F²`. -/
theorem self_consistency {x : ℝ} (h : Summable (catalanTerm x)) :
    ∑' k, catalanTerm x k = 1 + x * (∑' k, catalanTerm x k) ^ 2 := by
  have ht : catalanTerm x 0 = 1 := by simp [catalanTerm]
  rw [sq, tsum_mul_tsum_eq_tsum_sum_antidiagonal_of_summable_norm h.norm h.norm,
    ← tsum_mul_left, h.tsum_eq_zero_add, ht]
  simp only [catalanTerm_succ]

/-- The magnitude of each term of the series is the term of the same order at `|x|`. -/
theorem abs_catalanTerm (x : ℝ) (k : ℕ) : |catalanTerm x k| = catalanTerm |x| k := by
  simp [catalanTerm, abs_mul, abs_pow]

/-- The Catalan series converges exactly for `|x| ≤ 1/4`, end points included. -/
theorem summable_iff (x : ℝ) : Summable (catalanTerm x) ↔ |x| ≤ 1 / 4 := by
  constructor
  · intro h
    have h' : Summable (catalanTerm |x|) := h.abs.congr fun k => abs_catalanTerm x k
    have hF := self_consistency h'
    set F := ∑' k, catalanTerm |x| k
    -- beyond 1/4 the self-consistency equation has no real solution
    by_contra hx
    have hF0 : F ≠ 0 := by
      intro h0
      rw [h0] at hF
      norm_num at hF
    have hF2 : 0 < F ^ 2 := by positivity
    nlinarith [mul_pos (sub_pos.2 (not_le.1 hx)) hF2, sq_nonneg (F - 2)]
  · intro hx
    refine summable_abs_iff.1 (summable_of_sum_range_le (c := 2) (fun k => abs_nonneg _) ?_)
    intro n
    simp only [abs_catalanTerm]
    exact partial_sum_le_two (abs_nonneg x) hx n

/-- All-order level repulsion: for `D > 0` the Catalan series in `-b²/D²` converges exactly when
`2|b| ≤ D`, and then `-(b²/D)` times its sum is the lowest level. -/
theorem level_repulsion {b D : ℝ} (hD : 0 < D) :
    (Summable (catalanTerm (-(b ^ 2 / D ^ 2))) ↔ 2 * |b| ≤ D) ∧
    (2 * |b| ≤ D →
      IsLeast (levels b D) (-(b ^ 2 / D) * ∑' k, catalanTerm (-(b ^ 2 / D ^ 2)) k)) := by
  have hpos : 0 < 2 * |b| + D := by positivity
  have hiff : |-(b ^ 2 / D ^ 2)| ≤ 1 / 4 ↔ 2 * |b| ≤ D := by
    rw [abs_neg, abs_of_nonneg (by positivity), div_le_iff₀ (by positivity)]
    constructor
    · intro h
      by_contra hlt
      nlinarith [sq_abs b, mul_pos (sub_pos.2 (not_le.1 hlt)) hpos]
    · intro h
      nlinarith [sq_abs b, mul_nonneg (sub_nonneg.2 h) hpos.le]
  refine ⟨(summable_iff _).trans hiff, fun h => ?_⟩
  have hx := hiff.2 h
  have hb : b ^ 2 = -(D ^ 2 * -(b ^ 2 / D ^ 2)) := by field_simp
  have hc : -(b ^ 2 / D) = D * -(b ^ 2 / D ^ 2) := by field_simp
  rw [hc]
  generalize -(b ^ 2 / D ^ 2) = x at hx hb ⊢
  have hs := (summable_iff x).2 hx
  have hF := self_consistency hs
  have hF2 : |∑' k, catalanTerm x k| ≤ 2 := by
    refine le_of_tendsto' hs.hasSum.tendsto_sum_nat.abs fun n => ?_
    refine (Finset.abs_sum_le_sum_abs _ _).trans ?_
    simp only [abs_catalanTerm]
    exact partial_sum_le_two (abs_nonneg x) hx n
  generalize ∑' k, catalanTerm x k = F at hF hF2 ⊢
  -- the bound on F selects the lower root of the secular equation
  have hxF : x * F ≤ 1 / 2 := by
    have hm := mul_le_mul hx hF2 (abs_nonneg F) (by norm_num)
    rw [← abs_mul] at hm
    linarith [le_abs_self (x * F)]
  apply isLeast_of_secular
  · linear_combination (-(D ^ 2 * x)) * hF - hb
  · nlinarith [mul_le_mul_of_nonneg_left hxF hD.le]

/-- For `2|b| < D` the series with terms `-(b²/D) C_k (-b²/D²)^k` converges to
`(D - √(D² + 4b²))/2`, and this is the lowest level. -/
theorem lower_level_hasSum {b D : ℝ} (h : 2 * |b| < D) :
    HasSum (fun k => -(b ^ 2 / D) * ((catalan k : ℝ) * (-(b ^ 2 / D ^ 2)) ^ k))
      ((D - √(D ^ 2 + 4 * b ^ 2)) / 2) ∧
    IsLeast (levels b D) ((D - √(D ^ 2 + 4 * b ^ 2)) / 2) := by
  have hD : 0 < D := by linarith [abs_nonneg b]
  have hsq : √(D ^ 2 + 4 * b ^ 2) ^ 2 = D ^ 2 + 4 * b ^ 2 := Real.sq_sqrt (by positivity)
  have hl : IsLeast (levels b D) ((D - √(D ^ 2 + 4 * b ^ 2)) / 2) := by
    apply isLeast_of_secular
    · linear_combination hsq / 4
    · linarith [Real.sqrt_nonneg (D ^ 2 + 4 * b ^ 2)]
  obtain ⟨hs, hE⟩ := level_repulsion (b := b) hD
  refine ⟨?_, hl⟩
  rw [hl.unique (hE h.le)]
  exact (hs.2 h.le).hasSum.mul_left _

end

end LevelRepulsionSeries
```

```lean
#print axioms LevelRepulsionSeries.level_repulsion
#print axioms LevelRepulsionSeries.lower_level_hasSum
```

```
'LevelRepulsionSeries.level_repulsion' depends on axioms: [propext, Classical.choice, Quot.sound]
'LevelRepulsionSeries.lower_level_hasSum' depends on axioms: [propext, Classical.choice, Quot.sound]
```

`hamiltonian b D` is the matrix \(H\), with rows and columns numbered 0 and 1. `levels b D` is the set of its real eigenvalues, and `IsLeast (levels b D) E` says that \(E\) belongs to this set and that no member lies below it. `catalanTerm x k` is \(t_k(x)\). Its "order" \(k\) counts powers of \(x\); the corresponding energy term has order \(2k+2\) in the coupling \(b\).

`level_repulsion` assumes only \(D>0\), meaning that the second bare state lies strictly above the first. Its first part equates convergence with \(2|b|\le D\); its second part identifies the lowest level throughout that range, boundary included. `lower_level_hasSum` assumes \(2|b|<D\), which already forces \(D>0\), and gives the closed form both as the sum of the series and as the lowest level.

The lemmas follow the derivation:

- `mem_levels_iff` proves the secular equation. The two `linear_combination` calls that produce `e0` and `e1` are the eliminations for \(v_0\) and \(v_1\), and the converse supplies the eigenvectors `![b, E]` and `![1, 0]`.
- `isLeast_of_secular` factorises the difference of two secular equations and compares the roots.
- `catalanTerm_succ` is the recursion for \(t_k\), with `antidiagonal k` as the set of pairs satisfying \(i+j=k\).
- `partial_sum_le_two` carries out the induction. In `hconv`, the sum over the triangle \(i+j<n\) is reordered and then enlarged to the square \(i,j<n\).
- `self_consistency` applies Mathlib's Cauchy product theorem and splits off the term \(k=0\).
- `abs_catalanTerm` and `summable_iff` settle convergence. The term `sq_nonneg (F - 2)` given to `nlinarith` is the square in the contradiction above; the Lean `F` at that point is \(G\).

In `level_repulsion`, `hiff` translates \(|x|\le1/4\) into \(2|b|\le D\). The bound `hF2` passes from the partial sums to the limit, and `hxF` then selects the lower root. In `lower_level_hasSum`, `hl.unique` identifies the square-root formula with the series.

## Certified convergence, but no bound on the truncation error

For a code that holds \(b\) and \(D\) as the entries of a real two-level matrix, the theorems settle two questions: whether the infinite series converges, and which eigenvalue it gives. They supply no bound on the error after a chosen number of terms, no account of rounding, and no series for the upper level or the eigenvectors.

`Summable` means absolute convergence for real series. This matters because the terms alternate in sign when \(b\ne0\), and an alternating series can converge without converging absolutely. A general property of power series closes the gap, as an addition to the checked statement: convergence of the ordinary partial sums at some \(|x|>1/4\) would force absolute convergence at smaller values still above \(1/4\), which `summable_iff` rules out.

The step left to the user is the reduction of a real system to two levels. In a molecule or a solid, \(b\) and \(D\) come from a larger Hamiltonian, and the remaining states contribute shifts of their own. The criterion \(2|b|\le D\) applies to the isolated pair; satisfying it for each pair of states in a larger problem is not shown here to make the full perturbation series converge.
